# The attraction of a 1s Slater density to a point charge off its centre: closed form and strict bounds

The attraction is modelled as a radial integral over spherical shells, and the inverse distance from a shell to the point charge enters as an unevaluated angular average. Its value is therefore something to derive.

The density belongs to the normalised orbital $\sqrt{\zeta^3/\pi}\,e^{-\zeta r}$ with exponent $\zeta>0$, where $r$ is the distance from the orbital's centre. Multiplying its square by the shell area $4\pi r^2$ gives the radial density

$$\rho_\zeta(r)=4\zeta^3r^2e^{-2\zeta r}.$$

A unit point charge sits at distance $R>0$ from the centre. With $u=\cos\theta$ measured from the direction of the charge, the shell average and the attraction are

$$S(r,R)=\frac12\int_{-1}^{1}\frac{du}{\sqrt{r^2+R^2-2rRu}},\qquad A_\zeta(R)=\int_0^\infty\rho_\zeta(r)\,S(r,R)\,dr .$$

Atomic units are used. $A_\zeta(R)$ is a positive magnitude; for one electron in this orbital, the expected potential energy of attraction to a nucleus of charge $Z$ is $-Z A_\zeta(R)$.

Another model would start from the three-dimensional integral of the squared orbital over the distance to the charge. The value would be the same, but the passage to spherical coordinates would become part of the proof. Here that passage is built into the definitions.

In a Hartree–Fock calculation with Slater functions, $-ZA_\zeta(R)$ is the contribution of a neighbouring nucleus to a diagonal element of the core Hamiltonian. The result covers only this one-electron integral for a single 1s function, not off-diagonal elements or electron repulsion.

In the code, `radialDensity`, `shellAverage` and `attraction` are $\rho_\zeta$, $S$ and $A_\zeta$, and `Ioi 0` is the half-line $r>0$.

In Lean 4 with Mathlib:

```lean
import Mathlib

open MeasureTheory Set Filter Topology

namespace SlaterNuclearAttraction

noncomputable section

/-- Radial density of a normalised 1s Slater orbital with exponent `ζ`. -/
def radialDensity (ζ r : ℝ) : ℝ := 4 * ζ ^ 3 * r ^ 2 * Real.exp (-(2 * ζ * r))

/-- Average over a sphere of radius `r` of the inverse distance to a point at distance `R`
from its centre; `u` is the cosine of the polar angle. -/
def shellAverage (r R : ℝ) : ℝ :=
  (1 / 2) * ∫ u in (-1 : ℝ)..1, 1 / √(r ^ 2 + R ^ 2 - 2 * r * R * u)

/-- Magnitude of the attraction between the 1s density and a unit point charge at
distance `R` from its centre, in atomic units. -/
def attraction (ζ R : ℝ) : ℝ := ∫ r in Ioi (0 : ℝ), radialDensity ζ r * shellAverage r R
```

## (a) The average inverse distance from a shell

For $r,R>0$ with $r\ne R$, show that

$$S(r,R)=\frac{1}{\max(r,R)}.$$

**Solution.** Write the squared distance as

$$s(u)=r^2+R^2-2rRu=(r-R)^2+2rR(1-u).$$

It is positive on $[-1,1]$ because $r\neq R$. Since $s'(u)=-2rR$,

$$\frac{d}{du}\left(-\frac{\sqrt{s(u)}}{rR}\right)=\frac{1}{\sqrt{s(u)}} .$$

At the endpoints $\sqrt{s(1)}=|r-R|$ and $\sqrt{s(-1)}=r+R$, so

$$S(r,R)=\frac{r+R-|r-R|}{2rR}.$$

For $r<R$ the numerator is $2r$ and the average is $1/R$. For $r>R$ it is $2R$ and the average is $1/r$.

In the proof, `hpos` is the positivity of $s$, `hd` is the antiderivative and `hc` is the continuity of the integrand. The fundamental theorem of calculus then leaves the two cases.

```lean
/-- A sphere of radius `r` has average inverse distance `1 / max r R` to a point at
distance `R ≠ r` from its centre. -/
theorem shellAverage_eq {r R : ℝ} (hr : 0 < r) (hR : 0 < R) (hne : r ≠ R) :
    shellAverage r R = 1 / max r R := by
  -- the squared distance never vanishes, since the point is off the sphere
  have hpos : ∀ u ∈ uIcc (-1 : ℝ) 1, 0 < r ^ 2 + R ^ 2 - 2 * r * R * u := by
    intro u hu
    rw [uIcc_of_le (by norm_num)] at hu
    have h1 : 0 < (r - R) ^ 2 := by
      have := sub_ne_zero.mpr hne
      positivity
    have h2 : 0 ≤ r * R * (1 - u) := mul_nonneg (by positivity) (by linarith [hu.2])
    nlinarith
  have hd : ∀ u ∈ uIcc (-1 : ℝ) 1,
      HasDerivAt (fun u : ℝ => -√(r ^ 2 + R ^ 2 - 2 * r * R * u) / (r * R))
        (1 / √(r ^ 2 + R ^ 2 - 2 * r * R * u)) u := by
    intro u hu
    have hs := hpos u hu
    have hlin : HasDerivAt (fun u : ℝ => r ^ 2 + R ^ 2 - 2 * r * R * u) (-(2 * r * R)) u :=
      (((hasDerivAt_id' u).const_mul (2 * r * R)).const_sub (r ^ 2 + R ^ 2)).congr_deriv
        (by ring)
    have hq := Real.sqrt_pos.mpr hs
    refine ((hlin.sqrt hs.ne').fun_neg.div_const (r * R)).congr_deriv ?_
    change -(-(2 * r * R) / (2 * √(r ^ 2 + R ^ 2 - 2 * r * R * u))) / (r * R)
      = 1 / √(r ^ 2 + R ^ 2 - 2 * r * R * u)
    generalize √(r ^ 2 + R ^ 2 - 2 * r * R * u) = q at hq ⊢
    field_simp
  have hc : ContinuousOn (fun u : ℝ => 1 / √(r ^ 2 + R ^ 2 - 2 * r * R * u))
      (uIcc (-1 : ℝ) 1) :=
    continuousOn_const.div (by fun_prop) (fun u hu => (Real.sqrt_pos.mpr (hpos u hu)).ne')
  rw [shellAverage, intervalIntegral.integral_eq_sub_of_hasDerivAt hd hc.intervalIntegrable]
  have e1 : r ^ 2 + R ^ 2 - 2 * r * R * 1 = (r - R) ^ 2 := by ring
  have e2 : r ^ 2 + R ^ 2 - 2 * r * R * (-1) = (r + R) ^ 2 := by ring
  simp only [e1, e2, Real.sqrt_sq_eq_abs, abs_of_pos (add_pos hr hR)]
  rcases lt_or_gt_of_ne hne with h | h
  · rw [max_eq_right h.le, abs_of_neg (sub_neg.mpr h)]
    field_simp
    ring
  · rw [max_eq_left h.le, abs_of_pos (sub_pos.mpr h)]
    field_simp
    ring
```

## (b) The derivative of the decay factor

Show that, for all real $\zeta$ and $r$,

$$\frac{d}{dr}e^{-2\zeta r}=-2\zeta\,e^{-2\zeta r}.$$

**Solution.** The exponent has derivative $-2\zeta$, and the chain rule gives the result. `HasDerivAt f c r` says that $f$ is differentiable at $r$ with derivative $c$.

```lean
/-- Derivative of the exponential decay of the 1s density. -/
lemma hasDerivAt_decay (ζ r : ℝ) : HasDerivAt (fun r : ℝ => Real.exp (-(2 * ζ * r)))
    (-(2 * ζ) * Real.exp (-(2 * ζ * r))) r := by
  have h : HasDerivAt (fun r : ℝ => -(2 * ζ * r)) (-(2 * ζ)) r :=
    ((hasDerivAt_id' r).const_mul (2 * ζ)).fun_neg.congr_deriv (by ring)
  exact h.exp.congr_deriv (by ring)
```

## (c) The charge inside radius $R$

Show that

$$\int_0^R\rho_\zeta(r)\,dr=1-\left(1+2\zeta R+2\zeta^2R^2\right)e^{-2\zeta R}.$$

**Solution.** Take $F(r)=-(1+2\zeta r+2\zeta^2r^2)e^{-2\zeta r}$. By the product rule and (b),

$$F'(r)=\left[-2\zeta-4\zeta^2r+2\zeta+4\zeta^2r+4\zeta^3r^2\right]e^{-2\zeta r}=\rho_\zeta(r).$$

The integral is $F(R)-F(0)$ with $F(0)=-1$.

The theorem places no sign condition on $\zeta$ or $R$, since $F'=\rho_\zeta$ holds for all real $\zeta$ and $r$. For $\zeta>0$ and $R\ge0$ the integral is the enclosed charge, counted positive. In the proof, `hd` is the statement $F'=\rho_\zeta$.

```lean
/-- Closed form of the integral of the radial density from `0` to `R`. For `ζ > 0` and `R ≥ 0` it is
the electronic charge, counted positive, within distance `R` of the orbital's centre. -/
theorem enclosed_charge (ζ R : ℝ) : ∫ r in (0 : ℝ)..R, radialDensity ζ r =
    1 - (1 + 2 * ζ * R + 2 * ζ ^ 2 * R ^ 2) * Real.exp (-(2 * ζ * R)) := by
  have hd : ∀ r ∈ uIcc 0 R, HasDerivAt
      (fun r : ℝ => -(1 + 2 * ζ * r + 2 * ζ ^ 2 * (r * r)) * Real.exp (-(2 * ζ * r)))
      (radialDensity ζ r) r := by
    intro r _
    have hi := hasDerivAt_id' r
    have hp : HasDerivAt (fun r : ℝ => -(1 + 2 * ζ * r + 2 * ζ ^ 2 * (r * r)))
        (-(2 * ζ + 4 * ζ ^ 2 * r)) r :=
      (((hi.const_mul (2 * ζ)).const_add 1).fun_add
        ((hi.fun_mul hi).const_mul (2 * ζ ^ 2))).fun_neg.congr_deriv (by ring)
    exact (hp.fun_mul (hasDerivAt_decay ζ r)).congr_deriv (by unfold radialDensity; ring)
  have hc : Continuous (radialDensity ζ) := by unfold radialDensity; fun_prop
  rw [intervalIntegral.integral_eq_sub_of_hasDerivAt hd (hc.intervalIntegrable _ _)]
  simp only [mul_zero, neg_zero, Real.exp_zero]
  ring
```

## (d) The potential of the shells outside $R$

For $\zeta,R>0$, show that the following integral converges and that

$$\int_R^\infty\frac{\rho_\zeta(r)}{r}\,dr=\zeta(1+2\zeta R)e^{-2\zeta R}.$$

**Solution.** The integrand is $4\zeta^3re^{-2\zeta r}\ge0$. Take $G(r)=-(\zeta+2\zeta^2r)e^{-2\zeta r}$. Then

$$G'(r)=\left[-2\zeta^2+2\zeta^2+4\zeta^3r\right]e^{-2\zeta r}=\frac{\rho_\zeta(r)}{r}.$$

As $r\to\infty$, $G(r)\to0$, because the exponential beats the linear factor. The integral converges and equals $-G(R)$.

Convergence is the separate claim `IntegrableOn`, which the proof of (e) uses when it adds the two parts of the integral. The facts `hd`, `hn` and `ht` are the derivative, the sign and the limit; together they give both claims.

```lean
/-- The shells outside radius `R` give a convergent potential integral, with the stated value. -/
theorem outer_potential {ζ R : ℝ} (hζ : 0 < ζ) (hR : 0 < R) :
    IntegrableOn (fun r => radialDensity ζ r / r) (Ioi R) ∧
    ∫ r in Ioi R, radialDensity ζ r / r = ζ * (1 + 2 * ζ * R) * Real.exp (-(2 * ζ * R)) := by
  have hd : ∀ r ∈ Ici R, HasDerivAt
      (fun r : ℝ => -(ζ + 2 * ζ ^ 2 * r) * Real.exp (-(2 * ζ * r)))
      (radialDensity ζ r / r) r := by
    intro r hr
    have hr0 : 0 < r := lt_of_lt_of_le hR hr
    have hp : HasDerivAt (fun r : ℝ => -(ζ + 2 * ζ ^ 2 * r)) (-(2 * ζ ^ 2)) r :=
      (((hasDerivAt_id' r).const_mul (2 * ζ ^ 2)).const_add ζ).fun_neg.congr_deriv (by ring)
    refine (hp.fun_mul (hasDerivAt_decay ζ r)).congr_deriv ?_
    rw [eq_div_iff hr0.ne']
    unfold radialDensity
    ring
  have hn : ∀ r ∈ Ioi R, 0 ≤ radialDensity ζ r / r := by
    intro r hr
    have hr0 : 0 < r := lt_trans hR hr
    unfold radialDensity
    positivity
  -- the exponential beats the polynomial at large distance
  have hp : ∀ n : ℕ, Tendsto (fun r : ℝ => (2 * ζ * r) ^ n * Real.exp (-(2 * ζ * r)))
      atTop (𝓝 0) := fun n =>
    (Real.tendsto_pow_mul_exp_neg_atTop_nhds_zero n).comp
      (tendsto_id.const_mul_atTop (by positivity : 0 < 2 * ζ))
  have ht : Tendsto (fun r : ℝ => -(ζ + 2 * ζ ^ 2 * r) * Real.exp (-(2 * ζ * r)))
      atTop (𝓝 0) := by
    have h := ((hp 1).const_mul (-ζ)).add ((hp 0).const_mul (-ζ))
    rw [mul_zero, add_zero] at h
    refine h.congr (fun r => ?_)
    ring
  refine ⟨integrableOn_Ioi_deriv_of_nonneg' hd hn ht, ?_⟩
  rw [integral_Ioi_of_hasDerivAt_of_nonneg' hd hn ht]
  ring
```

## (e) The radial integral with the evaluated kernel

For $\zeta,R>0$, show that the integral converges and that

$$\int_0^\infty\frac{\rho_\zeta(r)}{\max(r,R)}\,dr=\frac1R-e^{-2\zeta R}\left(\zeta+\frac1R\right).$$

**Solution.** Split at $r=R$. Inside, the kernel is $1/R$ and (c) applies; outside, it is $1/r$ and (d) applies:

$$\frac1R-\left(\frac1R+2\zeta+2\zeta^2R\right)e^{-2\zeta R}+\left(\zeta+2\zeta^2R\right)e^{-2\zeta R}.$$

The terms in $\zeta^2R$ cancel, which leaves the stated result. For $\zeta=1$ the integrand is $4r^2e^{-2r}/\max(r,R)$ and the value is $1/R-e^{-2R}(1+1/R)$.

In the proof, `e1` and `e2` replace the kernel on each side of $R$, and `setIntegral_union` adds the two parts.

```lean
/-- The radial integral with kernel `1 / max r R` converges and has the stated closed form. -/
theorem radial_integral {ζ R : ℝ} (hζ : 0 < ζ) (hR : 0 < R) :
    IntegrableOn (fun r => radialDensity ζ r / max r R) (Ioi 0) ∧
    ∫ r in Ioi (0 : ℝ), radialDensity ζ r / max r R =
      1 / R - Real.exp (-(2 * ζ * R)) * (ζ + 1 / R) := by
  have hc : Continuous (fun r => radialDensity ζ r / R) := by unfold radialDensity; fun_prop
  have e1 : EqOn (fun r => radialDensity ζ r / R)
      (fun r => radialDensity ζ r / max r R) (Ioc 0 R) :=
    fun r hr => by simp only [max_eq_right hr.2]
  have e2 : EqOn (fun r => radialDensity ζ r / r)
      (fun r => radialDensity ζ r / max r R) (Ioi R) :=
    fun r hr => by simp only [max_eq_left (le_of_lt (mem_Ioi.mp hr))]
  have h0 : IntegrableOn (fun r => radialDensity ζ r / R) (Ioc 0 R) volume :=
    hc.integrableOn_Ioc
  have h1 := h0.congr_fun e1 measurableSet_Ioc
  have h2 := (outer_potential hζ hR).1.congr_fun e2 measurableSet_Ioi
  have i1 : ∫ r in Ioc 0 R, radialDensity ζ r / max r R =
      ∫ r in Ioc 0 R, radialDensity ζ r / R :=
    (setIntegral_congr_fun measurableSet_Ioc e1).symm
  have i2 : ∫ r in Ioi R, radialDensity ζ r / max r R =
      ∫ r in Ioi R, radialDensity ζ r / r :=
    (setIntegral_congr_fun measurableSet_Ioi e2).symm
  -- split space at the distance of the nucleus
  rw [← Ioc_union_Ioi_eq_Ioi hR.le]
  refine ⟨h1.union h2, ?_⟩
  rw [setIntegral_union (Ioc_disjoint_Ioi le_rfl) measurableSet_Ioi h1 h2,
    i1, i2, (outer_potential hζ hR).2, ← intervalIntegral.integral_of_le hR.le,
    intervalIntegral.integral_div, enclosed_charge]
  generalize Real.exp (-(2 * ζ * R)) = E
  field_simp
  ring
```

## (f) The closed form of the attraction

For $\zeta,R>0$, show that

$$A_\zeta(R)=\frac1R-e^{-2\zeta R}\left(\zeta+\frac1R\right).$$

**Solution.** By (a), the integrand of $A_\zeta(R)$ agrees with that of (e) at every $r>0$ except possibly $r=R$. A single radius has measure zero and does not affect the integral, so (e) gives the value.

The proof follows the same route: `hae` says that almost every $r$ differs from $R$, and `setIntegral_congr_ae` allows the replacement.

```lean
/-- Closed form of the attraction of a 1s Slater density to a unit charge at distance `R`. -/
theorem attraction_eq {ζ R : ℝ} (hζ : 0 < ζ) (hR : 0 < R) :
    attraction ζ R = 1 / R - Real.exp (-(2 * ζ * R)) * (ζ + 1 / R) := by
  rw [← (radial_integral hζ hR).2, attraction]
  -- the one sphere passing through the nucleus has measure zero
  refine setIntegral_congr_ae measurableSet_Ioi ?_
  have hae : ({R}ᶜ : Set ℝ) ∈ ae (volume : Measure ℝ) :=
    compl_mem_ae_iff.mpr (measure_singleton R)
  filter_upwards [hae] with r hr hr0
  rw [shellAverage_eq hr0 hR hr, mul_one_div]
```

## (g) Two strict upper bounds

For $\zeta,R>0$, show that

$$A_\zeta(R)<\zeta\qquad\text{and}\qquad A_\zeta(R)<\frac1R .$$

**Solution.** The second bound holds because (f) subtracts the positive term $e^{-2\zeta R}(\zeta+1/R)$ from $1/R$. This term is the charge penetration: part of the density lies farther out than the point charge, and a shell of radius $r>R$ enters $A_\zeta$ with $1/r$, less than the $1/R$ it would give from the centre.

For the first bound, rewrite (f) as

$$A_\zeta(R)-\zeta=\frac{1-\zeta R-(1+\zeta R)e^{-2\zeta R}}{R}.$$

The numerator is $1-f(R)$ with $f(x)=(1+\zeta x)e^{-2\zeta x}+\zeta x$. Here $f(0)=1$, and

$$f'(x)=\zeta\left[1-(1+2\zeta x)e^{-2\zeta x}\right]>0\quad\text{for }x>0,$$

because $1+y<e^y$ for $y=2\zeta x\neq0$. Hence $f(R)>1$ and the numerator is negative. The bound $\zeta$ is the attraction to a unit charge at the orbital's own centre. For $\zeta=1$ the two bounds are $1$ and $1/R$.

In the proof, `hd` gives $f'$, `hm` the strict monotonicity on $x\ge0$, and `key` the inequality $1<f(R)$.

```lean
/-- The attraction is strictly smaller than the orbital exponent `ζ` and strictly smaller
than the point-charge value `1 / R`. -/
theorem attraction_lt {ζ R : ℝ} (hζ : 0 < ζ) (hR : 0 < R) :
    attraction ζ R < ζ ∧ attraction ζ R < 1 / R := by
  have hd : ∀ x : ℝ, HasDerivAt (fun x : ℝ => (1 + ζ * x) * Real.exp (-(2 * ζ * x)) + ζ * x)
      (ζ * (1 - (1 + 2 * ζ * x) * Real.exp (-(2 * ζ * x)))) x := by
    intro x
    have hl : HasDerivAt (fun x : ℝ => ζ * x) ζ x :=
      ((hasDerivAt_id' x).const_mul ζ).congr_deriv (by ring)
    exact (((hl.const_add 1).fun_mul (hasDerivAt_decay ζ x)).fun_add hl).congr_deriv (by ring)
  -- this function of the distance increases strictly from its value 1 at the origin
  have hm := strictMonoOn_of_deriv_pos (convex_Ici (0 : ℝ))
    (fun x _ => (hd x).continuousAt.continuousWithinAt) (by
      intro x hx
      rw [interior_Ici] at hx
      have hx0 : 0 < x := hx
      rw [(hd x).deriv]
      have h := Real.add_one_lt_exp (by positivity : 2 * ζ * x ≠ 0)
      have h' : (1 + 2 * ζ * x) * Real.exp (-(2 * ζ * x)) < 1 := by
        rw [Real.exp_neg, ← div_eq_mul_inv, div_lt_one (Real.exp_pos _)]
        linarith
      exact mul_pos hζ (by linarith))
  have key := hm (mem_Ici.mpr le_rfl) (mem_Ici.mpr hR.le) hR
  simp only [mul_zero, neg_zero, Real.exp_zero, add_zero, mul_one] at key
  rw [attraction_eq hζ hR]
  have hE := Real.exp_pos (-(2 * ζ * R))
  generalize Real.exp (-(2 * ζ * R)) = E at key hE ⊢
  constructor
  · have e : 1 / R - E * (ζ + 1 / R) = ζ + (1 - ζ * R - (1 + ζ * R) * E) / R := by
      field_simp
      ring
    have hneg : (1 - ζ * R - (1 + ζ * R) * E) / R < 0 :=
      div_neg_of_neg_of_pos (by linarith) hR
    linarith
  · have : 0 < E * (ζ + 1 / R) := by positivity
    linarith
```

## (h) Gauss's law on spheres about the orbital's centre

For $\zeta,R>0$, show that

$$\frac{dA_\zeta}{dR}=-\frac{1}{R^2}\int_0^R\rho_\zeta(r)\,dr .$$

**Solution.** Differentiate (f):

$$\frac{dA_\zeta}{dR}=-\frac1{R^2}+2\zeta\left(\zeta+\frac1R\right)e^{-2\zeta R}+\frac{e^{-2\zeta R}}{R^2}
=-\frac{1-(1+2\zeta R+2\zeta^2R^2)e^{-2\zeta R}}{R^2}.$$

By (c), the numerator is the enclosed charge. With the density held fixed, the force that it exerts on the point charge is thus that of the enclosed charge concentrated at the centre.

The proof differentiates the closed form and then transfers the derivative to `attraction ζ`. This is allowed because all points near $R$ are positive, so the two functions agree there by (f).

```lean
/-- Gauss's law for the 1s density on spheres about its centre: the attraction changes with distance
at a rate of minus the enclosed charge divided by `R ^ 2`. -/
theorem hasDerivAt_attraction {ζ R : ℝ} (hζ : 0 < ζ) (hR : 0 < R) :
    HasDerivAt (attraction ζ) (-(∫ r in (0 : ℝ)..R, radialDensity ζ r) / R ^ 2) R := by
  have hi : HasDerivAt (fun x : ℝ => x⁻¹) (-(R ^ 2)⁻¹) R := hasDerivAt_inv hR.ne'
  have h := hi.fun_sub ((hasDerivAt_decay ζ R).fun_mul (hi.const_add ζ))
  refine (h.congr_of_eventuallyEq ?_).congr_deriv ?_
  · filter_upwards [lt_mem_nhds hR] with x hx
    rw [attraction_eq hζ hx]
    simp only [one_div]
  · rw [enclosed_charge]
    generalize Real.exp (-(2 * ζ * R)) = E
    field_simp
    ring

end

end SlaterNuclearAttraction
```

```lean
#print axioms SlaterNuclearAttraction.attraction_eq
-- 'SlaterNuclearAttraction.attraction_eq' depends on axioms: [propext, Classical.choice, Quot.sound]
#print axioms SlaterNuclearAttraction.attraction_lt
-- 'SlaterNuclearAttraction.attraction_lt' depends on axioms: [propext, Classical.choice, Quot.sound]
#print axioms SlaterNuclearAttraction.hasDerivAt_attraction
-- 'SlaterNuclearAttraction.hasDerivAt_attraction' depends on axioms: [propext, Classical.choice, Quot.sound]
```
